# With zero padding to at least 2N − 1 points, the power spectrum of N samples gives their linear autocorrelation

Take one velocity component of one atom, stored at $N$ equally spaced times of a molecular dynamics run. Its autocorrelation, whose Fourier transform, weighted with the atomic mass, contributes to the vibrational density of states, needs sums of products of samples $k$ steps apart. Summing these directly for every lag takes of order $N^2$ multiplications, whereas a fast Fourier transform gets them from the squared Fourier amplitudes in of order $N\log N$ operations. The discrete transform, however, treats the record as periodic: the last velocity is followed by the first, and products of late with early samples enter the sum. Zeros appended to the record can keep the two ends apart, and the question is how many are needed.

For one finite, equally spaced record in exact arithmetic, a total length $M\ge 2N-1$ is enough for every lag $k<N$. For $N\ge2$ and one point less, lag $N-1$ comes out wrong whenever the first and last samples are nonzero.

## Signals on a ring and their transforms

A periodic signal is a function $x$ on $\mathbb Z/M$, with complex values $x_j$ and $M\ge 1$. In Lean it has type `ZMod M → ℂ`, and `NeZero M` excludes $M=0$. Index addition in `ZMod M` is modulo $M$, so periodicity is built into the type.

```lean
import Mathlib

open ComplexConjugate

namespace SpectralAutocorrelation

noncomputable section

variable {M : ℕ} [NeZero M]
```

Write $e(n)=\exp(2\pi i n/M)$, which depends only on $n$ modulo $M$. This is `ZMod.stdAddChar`. The Fourier amplitudes are

$$X_q=\sum_{j} e(-jq)\,x_j .$$

```lean
/-- The discrete Fourier transform of a signal of period `M`. -/
def dft (x : ZMod M → ℂ) (q : ZMod M) : ℂ :=
  ∑ j, ZMod.stdAddChar (-(j * q)) * x j
```

The inverse transform has the opposite sign in the exponent and carries the whole normalisation:

$$x_k=\frac1M\sum_q e(qk)\,X_q .$$

That this formula does recover $x$ is proved below; here it only defines an operation on any list of amplitudes.

```lean
/-- The inverse discrete Fourier transform, with the factor `1 / M`, for `M` nonzero. -/
def idft (X : ZMod M → ℂ) (k : ZMod M) : ℂ :=
  (M : ℂ)⁻¹ * ∑ q, ZMod.stdAddChar (q * k) * X q
```

The power spectrum is $P_q=|X_q|^2$, without a prefactor. It is a real number, stored as a complex one so that it can be transformed again.

```lean
/-- The power spectrum: the squared modulus of each Fourier amplitude. -/
def powerSpectrum (x : ZMod M → ℂ) (q : ZMod M) : ℂ :=
  ((‖dft x q‖ ^ 2 : ℝ) : ℂ)
```

## Circular and linear sums

The circular autocorrelation lets the index run round the ring:

$$C(k)=\sum_{j\in\mathbb Z/M}\overline{x_j}\,x_{j+k}.$$

The conjugate sits on the earlier factor. For real velocities it has no effect.

```lean
/-- The circular autocorrelation of a periodic signal at lag `k`. -/
def circCorr (x : ZMod M → ℂ) (k : ZMod M) : ℂ :=
  ∑ j, conj (x j) * x (j + k)
```

The trajectory itself is a sequence $a_0,a_1,\dots$ of which only the first $N$ entries count. Its linear autocorrelation contains just those pairs that lie inside the record:

$$A(k)=\sum_{j=0}^{N-k-1}\overline{a_j}\,a_{j+k}.$$

Subtraction of natural numbers in Lean stops at zero, so for $k\ge N$ the sum is empty and $A(k)=0$, as it should be when no two samples are that far apart. $A(k)$ is a sum and not yet a time average, for which it would be divided by the number of pairs, $N-k$.

```lean
/-- The linear autocorrelation sum of the first `N` samples at lag `k`. -/
def linCorr (N : ℕ) (a : ℕ → ℂ) (k : ℕ) : ℂ :=
  ∑ j ∈ Finset.range (N - k), conj (a j) * a (j + k)
```

The record could also have been modelled as a function on `Fin N`, the type of the indices below $N$. Entries beyond the record would then not exist at all, but each occurrence of $a_{j+k}$ would need a proof that $j+k<N$. With a sequence on all of `ℕ`, such conditions remain plain inequalities between natural numbers, and the cut at $N$ is made explicitly by a window:

$$w_j=\begin{cases}a_j & j<N,\\ 0 & j\ge N.\end{cases}$$

```lean
/-- The first `N` samples of a trajectory, followed by zeros. -/
def window (N : ℕ) (a : ℕ → ℂ) (j : ℕ) : ℂ :=
  if j < N then a j else 0
```

Zero padding places $w_0,\dots,w_{M-1}$ on the ring. In Lean, `j.val` is the representative of $j\in\mathbb Z/M$ between $0$ and $M-1$.

```lean
/-- For `M` nonzero and `M ≥ N`: the first `N` samples, zero padded to `M` points and placed on a
ring. -/
def zeroPad (N M : ℕ) (a : ℕ → ℂ) (j : ZMod M) : ℂ :=
  window N a j.val
```

## Recovering a signal from its amplitudes

Insert the transform of a signal $f$ into the inverse transform and exchange the sums:

$$\frac1M\sum_q e(qk)\sum_j e(-jq)f_j=\frac1M\sum_j f_j\sum_q e\big(q(k-j)\big).$$

For $j=k$ the inner sum has $M$ terms equal to one. For $j\ne k$ it is a geometric series with ratio $r=e(k-j)\neq1$ and $r^M=1$, hence equal to $(r^M-1)/(r-1)=0$. Only $M f_k/M=f_k$ survives.

```lean
/-- The inverse transform recovers a signal from its Fourier amplitudes. -/
theorem idft_dft (f : ZMod M → ℂ) (k : ZMod M) : idft (dft f) k = f k := by
  have hM : (M : ℂ) ≠ 0 := Nat.cast_ne_zero.2 (NeZero.ne M)
  have hp := ZMod.isPrimitive_stdAddChar M
  have key : ∑ q, ZMod.stdAddChar (q * k) * dft f q = (M : ℂ) * f k := by
    calc ∑ q, ZMod.stdAddChar (q * k) * dft f q
        = ∑ j, (∑ q, ZMod.stdAddChar (q * (k - j))) * f j := by
          simp_rw [dft, Finset.mul_sum, Finset.sum_mul]
          rw [Finset.sum_comm]
          refine Finset.sum_congr rfl fun j _ => Finset.sum_congr rfl fun q _ => ?_
          have h : q * (k - j) = q * k + -(j * q) := by ring
          rw [h, AddChar.map_add_eq_mul, mul_assoc]
      _ = (M : ℂ) * f k := by
          -- orthogonality of the plane waves leaves only j = k
          rw [Finset.sum_eq_single k]
          · rw [AddChar.sum_mulShift _ hp]
            simp [ZMod.card]
          · intro j _ hj
            rw [AddChar.sum_mulShift _ hp]
            simp [sub_eq_zero, hj.symm]
          · intro h
            exact absurd (Finset.mem_univ k) h
  rw [idft, key, ← mul_assoc, inv_mul_cancel₀ hM, one_mul]
```

The first step of the `calc` block exchanges the sums and merges the exponentials. `Finset.sum_eq_single k` then isolates the term $j=k$, and `AddChar.sum_mulShift` evaluates the inner sum in both cases. It does the work of the geometric series, using the fact `hp` that the character is primitive.

## The spectrum of the circular autocorrelation

Transform $C$ and split the exponential by $-kq=jq-(j+k)q$:

$$\sum_k e(-kq)\sum_j\overline{x_j}x_{j+k}=\sum_j e(jq)\,\overline{x_j}\sum_k e\big(-(j+k)q\big)x_{j+k}.$$

For fixed $j$, the index $l=j+k$ runs once over the ring as $k$ does, so the inner sum is $X_q$ whatever $j$ is. The remaining factor is $\sum_j e(jq)\overline{x_j}=\overline{X_q}$, because $\overline{e(-jq)}=e(jq)$. The product is $\overline{X_q}X_q=|X_q|^2=P_q$.

```lean
/-- The Fourier transform of the circular autocorrelation is the power spectrum. -/
theorem dft_circCorr (x : ZMod M → ℂ) (q : ZMod M) :
    dft (circCorr x) q = powerSpectrum x q := by
  rw [powerSpectrum, Complex.ofReal_pow, ← Complex.conj_mul']
  calc dft (circCorr x) q
      = ∑ j, ∑ k, ZMod.stdAddChar (-(k * q)) * (conj (x j) * x (j + k)) := by
        simp_rw [dft, circCorr, Finset.mul_sum]
        rw [Finset.sum_comm]
    _ = ∑ j, (ZMod.stdAddChar (j * q) * conj (x j)) * dft x q := by
        refine Finset.sum_congr rfl fun j _ => ?_
        -- shift the summation index of the transform by j
        have hs : dft x q = ∑ k, ZMod.stdAddChar (-((j + k) * q)) * x (j + k) :=
          (Equiv.sum_comp (Equiv.addLeft j)
            (fun l => ZMod.stdAddChar (-(l * q)) * x l)).symm
        rw [hs, Finset.mul_sum]
        refine Finset.sum_congr rfl fun k _ => ?_
        have h : -(k * q) = j * q + -((j + k) * q) := by ring
        rw [h, AddChar.map_add_eq_mul]
        ring
    _ = conj (dft x q) * dft x q := by
        rw [← Finset.sum_mul]
        congr 1
        rw [dft, map_sum]
        refine Finset.sum_congr rfl fun j _ => ?_
        rw [map_mul (starRingEnd ℂ), ← AddChar.map_neg_eq_conj, neg_neg]
```

The proof first rewrites the squared modulus as $\overline{X_q}X_q$. The shift of index is the equation `hs`, obtained from the bijection `Equiv.addLeft j`, and the last step of the `calc` block identifies the conjugate amplitude.

Applying the inverse transform to both sides gives

$$\frac1M\sum_q e(qk)\,|X_q|^2=C(k)$$

for every complex signal and every lag on the ring.

```lean
/-- The inverse transform of the power spectrum of a periodic signal is its circular
autocorrelation. -/
theorem wiener_khinchin (x : ZMod M → ℂ) (k : ZMod M) :
    idft (powerSpectrum x) k = circCorr x k := by
  have h : powerSpectrum x = dft (circCorr x) := funext fun q => (dft_circCorr x q).symm
  rw [h, idft_dft]
```

The name Wiener–Khinchin usually refers to stationary random processes, whose spectral density is the Fourier transform of an ensemble correlation function. The identity here is algebraic and concerns a single finite signal: it involves no ensemble, no stationarity and no limit of long times.

## What the ring adds to the linear sum

To compare $C$ with $A$, first write the linear sum with windowed samples. If $j\ge N-k$, then $j+k\ge N$ and $w_{j+k}=0$. The upper limit may therefore be raised to any $L\ge N-k$:

$$\sum_{j=0}^{L-1}\overline{w_j}\,w_{j+k}=A(k).$$

```lean
/-- Summing the lagged products of the zero-extended samples over a long enough range gives
the linear autocorrelation. -/
theorem sum_window (N L k : ℕ) (a : ℕ → ℂ) (hL : N - k ≤ L) :
    ∑ j ∈ Finset.range L, conj (window N a j) * window N a (j + k) = linCorr N a k := by
  have h1 : linCorr N a k =
      ∑ j ∈ Finset.range (N - k), conj (window N a j) * window N a (j + k) := by
    refine Finset.sum_congr rfl fun j hj => ?_
    have hj' := Finset.mem_range.1 hj
    rw [window, window, if_pos (by omega), if_pos (by omega)]
  rw [h1]
  symm
  apply Finset.sum_subset
  · intro j hj
    exact Finset.mem_range.2 (lt_of_lt_of_le (Finset.mem_range.1 hj) hL)
  · intro j _ hj
    have hj' : ¬ j < N - k := fun h => hj (Finset.mem_range.2 h)
    have h0 : window N a (j + k) = 0 := if_neg (by omega)
    rw [h0, mul_zero]
```

In the proof, `h1` replaces the samples by windowed ones inside the record, and `Finset.sum_subset` extends the range by terms that vanish.

Now let $N\le M$ and $0\le k\le M$, and take the padded record as the signal on the ring. For $j<M-k$ the index $j+k$ stays below $M$. The other values are $j=M-k+i$ with $0\le i<k$, and for them $j+k=M+i$ wraps round to $i$. Hence

$$C(k)=\sum_{j=0}^{M-k-1}\overline{w_j}\,w_{j+k}+\sum_{i=0}^{k-1}\overline{w_{M-k+i}}\,w_i .$$

The first sum is $A(k)$, since $M-k\ge N-k$. The second is the complex conjugate of $\sum_{i<k}\overline{w_i}\,w_{i+(M-k)}$, a linear sum at lag $M-k$. Its range is long enough because $N-(M-k)\le k$. Therefore

$$C(k)=A(k)+\overline{A(M-k)} .$$

```lean
/-- Aliasing formula: on a ring of `M ≥ N` points the circular autocorrelation at lag `k` is
the linear one plus the complex conjugate of the linear one at lag `M - k`. -/
theorem circCorr_zeroPad (N k : ℕ) (a : ℕ → ℂ) (hN : N ≤ M) (hk : k ≤ M) :
    circCorr (zeroPad N M a) (k : ZMod M) = linCorr N a k + conj (linCorr N a (M - k)) := by
  have hpad : ∀ j : ℕ, j < M → zeroPad N M a (j : ZMod M) = window N a j := fun j hj => by
    rw [zeroPad, ZMod.val_natCast_of_lt hj]
  have hring : ∀ f : ZMod M → ℂ, ∑ j, f j = ∑ j ∈ Finset.range M, f (j : ZMod M) := fun f =>
    Finset.sum_nbij' ZMod.val (fun n => (n : ZMod M))
      (fun j _ => Finset.mem_range.2 (ZMod.val_lt j)) (fun _ _ => Finset.mem_univ _)
      (fun j _ => ZMod.natCast_zmod_val j)
      (fun n hn => ZMod.val_natCast_of_lt (Finset.mem_range.1 hn)) (fun j _ => by simp)
  have hs : Finset.range M = Finset.range (M - k + k) := by rw [Nat.sub_add_cancel hk]
  -- split the ring where j + k passes the end
  rw [circCorr, hring, hs, Finset.sum_range_add]
  congr 1
  · rw [← sum_window N (M - k) k a (by omega)]
    refine Finset.sum_congr rfl fun j hj => ?_
    have hj' := Finset.mem_range.1 hj
    rw [← Nat.cast_add, hpad j (by omega), hpad (j + k) (by omega)]
  · rw [← sum_window N k (M - k) a (by omega), map_sum]
    refine Finset.sum_congr rfl fun i hi => ?_
    have hi' := Finset.mem_range.1 hi
    have hw : ((M - k + i : ℕ) : ZMod M) + (k : ZMod M) = (i : ZMod M) := by
      rw [← Nat.cast_add, show M - k + i + k = M + i by omega, Nat.cast_add,
        ZMod.natCast_self, zero_add]
    rw [hw, hpad (M - k + i) (by omega), hpad i (by omega), map_mul, Complex.conj_conj,
      add_comm i (M - k), mul_comm]
```

Here `hpad` reads a padded sample as a windowed one, and `hring` turns the sum over $\mathbb Z/M$ into a sum over $0,\dots,M-1$. `Finset.sum_range_add` makes the split at $M-k$. Each part is then matched with `sum_window`, and `hw` is the wrap-around $M+i\mapsto i$.

## How many zeros are enough

Let $M\ge 2N-1$ and $k<N$. Then

$$M-k\ge (2N-1)-(N-1)=N,$$

so no pair of samples is $M-k$ apart, and $A(M-k)=0$. The inverse transform of the power spectrum is exactly $A(k)$.

```lean
/-- With zero padding to `M ≥ 2N - 1` points, the inverse transform of the power spectrum is
the linear autocorrelation at every lag `k < N`. -/
theorem zero_padding_exact (N k : ℕ) (a : ℕ → ℂ) (hM : 2 * N - 1 ≤ M) (hk : k < N) :
    idft (powerSpectrum (zeroPad N M a)) (k : ZMod M) = linCorr N a k := by
  rw [wiener_khinchin, circCorr_zeroPad N k a (by omega) (by omega)]
  -- the alias lag M - k is at least N, so no two samples are that far apart
  have h0 : linCorr N a (M - k) = 0 := by
    rw [linCorr, show N - (M - k) = 0 by omega, Finset.sum_range_zero]
  rw [h0, map_zero, add_zero]
```

The proof chains `wiener_khinchin` and `circCorr_zeroPad` and shows in `h0` that the alias term is an empty sum. The theorem covers lags $k<N$ only, and it concerns the exact transform, not the rounding errors of a floating-point implementation.

For the bound itself, take $N=n+1$ samples on $M=2n$ points, one fewer than $2N-1$. Since $M$ is nonzero, $n\ge1$. At lag $n$ the alias lag is $M-n=n$ as well, and the linear sum has the single term $A(n)=\overline{a_0}\,a_n$. The transform returns

$$C(n)=A(n)+\overline{A(n)},$$

which is off by $a_0\overline{a_n}$. This is nonzero when $a_0$ and $a_n$ are.

```lean
/-- One point less is too few: for `n + 1` samples on `2n` points, the result at lag `n` differs
from the linear autocorrelation whenever the first and last samples are nonzero. -/
theorem zero_padding_sharp (n : ℕ) (a : ℕ → ℂ) (hM : M = 2 * n) (h0 : a 0 ≠ 0)
    (hn : a n ≠ 0) :
    idft (powerSpectrum (zeroPad (n + 1) M a)) (n : ZMod M) ≠ linCorr (n + 1) a n := by
  have hpos : 0 < M := NeZero.pos M
  rw [wiener_khinchin, circCorr_zeroPad (n + 1) n a (by omega) (by omega),
    show M - n = n by omega]
  intro h
  have hc : conj (linCorr (n + 1) a n) = 0 := by linear_combination h
  have hl : linCorr (n + 1) a n = conj (a 0) * a n := by simp [linCorr]
  rw [hl] at hc
  simp [h0, hn] at hc
```

Lean argues by contradiction: if the two values agreed, the conjugate of $A(n)$ would vanish (`hc`), which the two hypotheses on the end samples exclude.

## Two equal samples without padding

The smallest instance is $N=M=2$ with $x=(1,1)$. The amplitudes are $X_0=2$ and $X_1=0$, so $P=(4,0)$, and the inverse transform at lag one is

$$\tfrac12\big(4\cdot 1+0\cdot(-1)\big)=2 .$$

The record contains only one pair of samples one step apart, and $A(1)=\overline{a_0}\,a_1=1$. The surplus is the product of the last sample with the first.

```lean
/-- For the two samples `(1, 1)` without padding, the inverse transform of the power spectrum
at lag one is 2, while the linear autocorrelation is 1. -/
theorem two_sample_wraparound :
    idft (powerSpectrum (fun _ : ZMod 2 => (1 : ℂ))) 1 = 2 ∧
      linCorr 2 (fun _ => 1) 1 = 1 := by
  constructor
  · rw [wiener_khinchin]
    simp [circCorr, ZMod.card]
  · simp [linCorr]

end

end SpectralAutocorrelation
```

Lean takes the route through `wiener_khinchin` and adds up the two products on the ring, without computing the amplitudes.

```lean
#print axioms SpectralAutocorrelation.zero_padding_exact
#print axioms SpectralAutocorrelation.zero_padding_sharp
#print axioms SpectralAutocorrelation.two_sample_wraparound
```

```
'SpectralAutocorrelation.zero_padding_exact' depends on axioms: [propext, Classical.choice, Quot.sound]
'SpectralAutocorrelation.zero_padding_sharp' depends on axioms: [propext, Classical.choice, Quot.sound]
'SpectralAutocorrelation.two_sample_wraparound' depends on axioms: [propext, Classical.choice, Quot.sound]
```
